# The one-particle density matrix of a singlet superposition of g² and u² is diagonal in the orthonormal orbitals g and u

Let g and u be two orthonormal spatial orbitals. Two electrons are in a spin singlet, in a superposition of the configurations g² and u² with real amplitudes `v 0` and `v 1`. The theorem says that their spin-summed one-particle density matrix in the basis g, u is the diagonal 2 × 2 matrix with entries 2(`v 0`)² and 2(`v 1`)². The vector `v` need not be normalised; the occupations of the normalised state are these entries divided by (`v 0`)² + (`v 1`)², for nonzero `v`. The proof compares the matrices entry by entry, unfolds the definitions with `simp`, and treats the two remaining diagonal entries with `linear_combination`, using the fact `hs` that the square of 1/√2 is 1/2.

The failing Lean file:

```lean
import Mathlib

open Matrix Filter Topology

namespace OneRDMEq

noncomputable section

/-- The singlet spin function of two electrons; `true` is spin up and `false` spin down. -/
def singlet (σ τ : Bool) : ℝ := if σ = τ then 0 else if σ then 1 / √2 else -1 / √2

/-- The two-electron amplitude for orbitals `p`, `q` and spins `σ`, `τ` in the state
`v 0` g² + `v 1` u². -/
def amplitude (v : Fin 2 → ℝ) (p : Fin 2) (σ : Bool) (q : Fin 2) (τ : Bool) : ℝ :=
  if p = q then v p * singlet σ τ else 0

/-- The spin-summed one-particle density matrix: the second electron is traced out, and the
factor 2 counts the electrons. -/
def oneRDM (v : Fin 2 → ℝ) : Matrix (Fin 2) (Fin 2) ℝ :=
  Matrix.of fun p q => 2 * ∑ σ, ∑ r, ∑ τ, amplitude v p σ r τ * amplitude v q σ r τ

/-- The one-particle density matrix is diagonal in the orbitals g and u, and each occupation
is twice the squared amplitude of its configuration. -/
theorem oneRDM_eq (v : Fin 2 → ℝ) : oneRDM v = diagonal fun p => 2 * v p ^ 2 := by
  have hs : (√2 : ℝ)⁻¹ ^ 2 = 1 / 2 := by
    rw [inv_pow, Real.sq_sqrt (by norm_num)]
    norm_num
  ext p q
  fin_cases p <;> fin_cases q <;>
    simp [oneRDM, amplitude, singlet, Fin.sum_univ_two, -mul_eq_mul_left_iff]
  · linear_combination (4 * v 0 ^ 2) * hs
  · linear_combination (4 * v 1 ^ 2) * hs

end

end OneRDMEq
```

Messages:

```
Main.lean:31:4: error: ring failed, ring expressions not equal
v : Fin 2 → ℝ
hs : (√2)⁻¹ ^ 2 = 1 / 2
⊢ v 0 ^ 2 - v 0 ^ 2 * (√2)⁻¹ ^ 2 * 2 = 0
Main.lean:32:4: error: ring failed, ring expressions not equal
v : Fin 2 → ℝ
hs : (√2)⁻¹ ^ 2 = 1 / 2
⊢ v 1 ^ 2 - v 1 ^ 2 * (√2)⁻¹ ^ 2 * 2 = 0
Main.lean:30:38: warning: This simp argument is unused:
  Fin.sum_univ_two

Hint: Omit it from the simp argument list.
  [apply] simp [oneRDM, amplitude, singlet, -mul_eq_mul_left_iff]

Note: This linter can be disabled with `set_option linter.unusedSimpArgs false`
```

The change, after which it compiles:

```diff
@@ -28,7 +28,7 @@
   ext p q
   fin_cases p <;> fin_cases q <;>
-    simp [oneRDM, amplitude, singlet, Fin.sum_univ_two, -mul_eq_mul_left_iff]
-  · linear_combination (4 * v 0 ^ 2) * hs
-  · linear_combination (4 * v 1 ^ 2) * hs
+    simp [oneRDM, amplitude, singlet, -mul_eq_mul_left_iff]
+  · linear_combination (2 * v 0 ^ 2) * hs
+  · linear_combination (2 * v 1 ^ 2) * hs
 
 end
```

Both errors come from a coefficient that is twice too large. `linear_combination` subtracts the given multiple of `hs` from the goal and asks `ring` to check that nothing is left.

Before simplification, the two sides of the first diagonal entry differ by 4(`v 0`)²(1/√2)² − 2(`v 0`)², which is 4(`v 0`)² times the difference of the sides of `hs`. The coefficient 4 would fit that equation. But the remainder in the message shows that `simp` had left an equation with half that difference, so it had cancelled the common factor 2. Excluding `mul_eq_mul_left_iff` did not prevent this, and the messages don't say which simplification did it. `ring` treats (√2)⁻¹ as an unknown and can't close the remainder by itself.

With the coefficient 2 the subtraction is exact, and the same holds for `v 1`. Removing `Fin.sum_univ_two` is mere tidying: the warning says that `simp` never used it.
